# For spin-orbit constant $z>0$, the lower $J=1$ level of the two-parameter sp model lies above $J=0$ exactly when $G>0$

Suppose you want the exchange parameter $G$ from the four levels of a configuration with one s electron and one electron of orbital angular momentum $l\ge1$. Take the lower $J=l$ level minus the $J=l-1$ level, and the upper $J=l$ level minus the $J=l+1$ level, then add the two intervals. In the single-configuration model with only $G$ and a spin-orbit constant $z$, the sum is $2G$, whatever $z$ is. For $z>0$, each interval also has the sign of $G$, so a negative one tells you that no positive $G$ fits.

## Two parameters and four levels

```lean
import Mathlib

open Matrix Filter Topology

namespace IntermediateCoupling

noncomputable section
```

The model describes electrostatic exchange between the two electrons and the spin-orbit coupling of the $l$ electron. Energies are measured from the part common to singlet and triplet. At $z=0$ the triplet lies at $-G$ and the singlet at $+G$, so $G$ is half their separation. It equals the Slater exchange integral $G^l$ divided by $2l+1$, which for sp means $G^1/3$. The constant $z$ multiplies $\mathbf l\cdot\mathbf s$ of the $l$ electron, with angular momenta in units of $\hbar$. The theorems allow either sign of $G$, as a fitted effective parameter might require.

```lean
/-- The energy levels of a real two-state Hamiltonian: its eigenvalues, each with a nonzero
eigenvector. -/
def levels (M : Matrix (Fin 2) (Fin 2) ℝ) : Set ℝ :=
  {E | ∃ v : Fin 2 → ℝ, v ≠ 0 ∧ M *ᵥ v = E • v}
```

`levels M` is the set of real numbers $E$ for which some nonzero vector $v$ satisfies $Mv=Ev$. Lean writes the matrix-vector product as `*ᵥ` and scalar multiplication as `•`. The vector need not be normalised, since rescaling it leaves $E$ unchanged.

```lean
/-- For `l ≥ 1`, the `J = l` Hamiltonian of an s electron and an l electron in the basis (triplet,
singlet), with exchange parameter `G` and spin-orbit constant `z`. -/
def middleBlock (l : ℕ) (G z : ℝ) : Matrix (Fin 2) (Fin 2) ℝ :=
  !![-G - z / 2, z * Real.sqrt (l * (l + 1)) / 2;
     z * Real.sqrt (l * (l + 1)) / 2, G]
```

Two states share $J=l$, and spin-orbit coupling mixes them. With index 0 for the triplet and 1 for the singlet, the matrix is

$$M=\begin{pmatrix}-G-\tfrac z2&\tfrac z2\sqrt{l(l+1)}\\ \tfrac z2\sqrt{l(l+1)}&G\end{pmatrix}.$$

This matrix is the starting point; it is not derived here from a many-electron Hamiltonian. Configuration mixing and further magnetic interactions are left out.

```lean
/-- The energy of the triplet level `J = l - 1`, for `l ≥ 1`. -/
def levelBelow (l : ℕ) (G z : ℝ) : ℝ := -G - z * (l + 1) / 2
```

The $J=l-1$ state is a pure triplet, with energy $E_{l-1}=-G-z(l+1)/2$.

```lean
/-- The energy of the triplet level `J = l + 1`. -/
def levelAbove (l : ℕ) (G z : ℝ) : ℝ := -G + z * l / 2
```

So is the $J=l+1$ state, with energy $E_{l+1}=-G+zl/2$.

## The secular equation and its two roots

```lean
/-- For `l ≥ 1`, half the distance between the two `J = l` levels. -/
def halfGap (l : ℕ) (G z : ℝ) : ℝ :=
  Real.sqrt ((G + z / 4) ^ 2 + z ^ 2 * (l * (l + 1)) / 4)
```

Write $R$ for `halfGap`:

$$R=\sqrt{(G+z/4)^2+z^2l(l+1)/4}.$$

At this point it is only a definition; its link to the eigenvalues is proved below.

```lean
lemma halfGap_sq (l : ℕ) (G z : ℝ) :
    halfGap l G z ^ 2 = (G + z / 4) ^ 2 + z ^ 2 * (l * (l + 1)) / 4 :=
  Real.sq_sqrt (by positivity)
```

Squaring $R$ returns the expression under the root, because that expression is nonnegative. The tactic `positivity` checks the sign.

```lean
lemma abs_le_halfGap (l : ℕ) (G z : ℝ) : |G + z / 4| ≤ halfGap l G z := by
  apply Real.abs_le_sqrt
  have : 0 ≤ z ^ 2 * ((l : ℝ) * (l + 1)) / 4 := by positivity
  linarith
```

Dropping the nonnegative term $z^2l(l+1)/4$ gives $|G+z/4|\le R$. The sign facts about $R$ used later all come from this bound.

```lean
/-- The secular equation: `E` is a level of a two-state Hamiltonian exactly when the
determinant of `M - E` vanishes. -/
theorem mem_levels_iff (M : Matrix (Fin 2) (Fin 2) ℝ) (E : ℝ) :
    E ∈ levels M ↔ (M 0 0 - E) * (M 1 1 - E) - M 0 1 * M 1 0 = 0 := by
  have hv : ∀ v : Fin 2 → ℝ,
      (M - E • (1 : Matrix (Fin 2) (Fin 2) ℝ)) *ᵥ v = M *ᵥ v - E • v := by
    intro v
    ext i
    fin_cases i <;>
      simp [Matrix.mulVec, dotProduct, Fin.sum_univ_two, Matrix.one_apply] <;> ring
  have hdet : (M - E • (1 : Matrix (Fin 2) (Fin 2) ℝ)).det
      = (M 0 0 - E) * (M 1 1 - E) - M 0 1 * M 1 0 := by
    simp [Matrix.det_fin_two]
  rw [← hdet, ← Matrix.exists_mulVec_eq_zero_iff]
  simp only [hv, sub_eq_zero]
  rfl
```

A number $E$ is a level exactly when

$$(M_{00}-E)(M_{11}-E)-M_{01}M_{10}=0.$$

By hand, $Mv=Ev$ means $(M-E\,I)v=0$, where $I$ is the identity matrix, and a nonzero solution exists exactly when the determinant vanishes. The step `hv` is the first rewriting, `hdet` expands the determinant, and `Matrix.exists_mulVec_eq_zero_iff` is the general fact connecting them.

```lean
/-- For `l ≥ 1`, the two `J = l` levels lie symmetrically about `-z/4`, at distance `halfGap`. -/
theorem mem_middle_iff (l : ℕ) (G z E : ℝ) :
    E ∈ levels (middleBlock l G z) ↔
      E = -z / 4 - halfGap l G z ∨ E = -z / 4 + halfGap l G z := by
  have hR := halfGap_sq l G z
  have hs : Real.sqrt ((l : ℝ) * (l + 1)) ^ 2 = l * (l + 1) :=
    Real.sq_sqrt (by positivity)
  have key : (middleBlock l G z 0 0 - E) * (middleBlock l G z 1 1 - E)
      - middleBlock l G z 0 1 * middleBlock l G z 1 0
      = (E - (-z / 4 - halfGap l G z)) * (E - (-z / 4 + halfGap l G z)) := by
    change (-G - z / 2 - E) * (G - E) - (z * Real.sqrt ((l : ℝ) * (l + 1)) / 2)
      * (z * Real.sqrt ((l : ℝ) * (l + 1)) / 2) = _
    linear_combination hR - z ^ 2 / 4 * hs
  rw [mem_levels_iff, key, mul_eq_zero, sub_eq_zero, sub_eq_zero]
```

For the $J=l$ matrix, the secular equation becomes

$$E^2+\tfrac z2E-G^2-\tfrac{zG}2-\tfrac{z^2l(l+1)}4=0.$$

Completing the square gives $(E+z/4)^2=R^2$, so the levels are $E_\pm=-z/4\pm R$. In Lean, `key` states the factorised form $(E-E_-)(E-E_+)$. The tactic `linear_combination` verifies it from the squares of the two square roots, $R$ and $\sqrt{l(l+1)}$, and `mul_eq_zero` says that one factor must vanish.

```lean
lemma isLeast_middle (l : ℕ) (G z : ℝ) :
    IsLeast (levels (middleBlock l G z)) (-z / 4 - halfGap l G z) := by
  refine ⟨(mem_middle_iff l G z _).2 (Or.inl rfl), fun E h => ?_⟩
  have := (abs_nonneg _).trans (abs_le_halfGap l G z)
  rcases (mem_middle_iff l G z E).1 h with h | h <;> linarith
```

`IsLeast S x` means that $x$ belongs to the set $S$ and no element of $S$ is smaller. Since $R\ge0$, $E_-$ is the least level.

```lean
lemma isGreatest_middle (l : ℕ) (G z : ℝ) :
    IsGreatest (levels (middleBlock l G z)) (-z / 4 + halfGap l G z) := by
  refine ⟨(mem_middle_iff l G z _).2 (Or.inr rfl), fun E h => ?_⟩
  have := (abs_nonneg _).trans (abs_le_halfGap l G z)
  rcases (mem_middle_iff l G z E).1 h with h | h <;> linarith
```

In the same way, $E_+$ is the greatest level.

## The sign of exchange fixes the order

```lean
lemma below_lt_upper {l : ℕ} (hl : 0 < l) (G : ℝ) {z : ℝ} (hz : 0 < z) :
    0 < -z / 4 + halfGap l G z - levelBelow l G z := by
  have h := (neg_le_abs _).trans (abs_le_halfGap l G z)
  have hlz : 0 < z * (l : ℝ) := mul_pos hz (Nat.cast_pos.2 hl)
  unfold levelBelow
  linarith
```

With $a=G+(2l+1)z/4$, the distances of the two $J=l$ levels from $E_{l-1}$ are

$$E_\pm-E_{l-1}=a\pm R.$$

Because $R\ge-(G+z/4)$, the upper distance satisfies $a+R\ge lz/2>0$. The tactic `linarith` combines these linear inequalities.

```lean
lemma below_product (l : ℕ) (G z : ℝ) :
    (-z / 4 - halfGap l G z - levelBelow l G z) *
      (-z / 4 + halfGap l G z - levelBelow l G z) = l * z * G := by
  unfold levelBelow
  linear_combination (-1) * halfGap_sq l G z
```

The product of the distances is $a^2-R^2$. Written out,

$$a^2-R^2=\frac{(2l+1)zG}{2}-\frac{zG}{2}+\frac{(2l+1)^2-1}{16}z^2-\frac{l(l+1)}4z^2=lzG,$$

since $(2l+1)^2-1=4l(l+1)$ makes the $z^2$ terms cancel.

```lean
/-- For `l ≥ 1` and `z > 0`, the lower `J = l` level lies above the `J = l - 1` level exactly
when the exchange parameter is positive. -/
theorem lower_order {l : ℕ} (hl : 0 < l) {G z E : ℝ} (hz : 0 < z)
    (hE : IsLeast (levels (middleBlock l G z)) E) :
    levelBelow l G z < E ↔ 0 < G := by
  rw [hE.unique (isLeast_middle l G z)]
  have hlz : 0 < (l : ℝ) * z := mul_pos (Nat.cast_pos.2 hl) hz
  -- the other factor of the product is positive, so the sign of G decides
  rw [← sub_pos, ← mul_pos_iff_of_pos_right (below_lt_upper hl G hz), below_product,
    mul_pos_iff_of_pos_left hlz]
```

The hypothesis `hE` says that $E$ is the least $J=l$ level. For $l\ge1$ and $z>0$, the conclusion is $E_{l-1}<E$ if and only if $G>0$. The upper distance and $lz$ are both positive, so the lower distance must have the sign of $G$. In the proof, `hE.unique` identifies $E$ with $E_-$, and the final rewrites multiply by the positive factor, insert the product and remove $lz$.

At $z=0$ with $G>0$ the two levels coincide, so $z\ge0$ would not suffice. The same happens for $l=0$, $G>0$, which is why `hl` is present.

```lean
/-- For `l ≥ 1` and `z > 0`, the upper `J = l` level lies above the `J = l + 1` level exactly when
the exchange parameter is positive. -/
theorem upper_order (l : ℕ) {G z E : ℝ} (hz : 0 < z)
    (hE : IsGreatest (levels (middleBlock l G z)) E) :
    levelAbove l G z < E ↔ 0 < G := by
  rw [hE.unique (isGreatest_middle l G z)]
  have hlz : 0 < ((l : ℝ) + 1) * z := by positivity
  have hpos : 0 < levelAbove l G z - (-z / 4 - halfGap l G z) := by
    have h := (le_abs_self _).trans (abs_le_halfGap l G z)
    unfold levelAbove
    linarith
  have hprod : (-z / 4 + halfGap l G z - levelAbove l G z) *
      (levelAbove l G z - (-z / 4 - halfGap l G z)) = (l + 1) * z * G := by
    unfold levelAbove
    linear_combination halfGap_sq l G z
  rw [← sub_pos, ← mul_pos_iff_of_pos_right hpos, hprod, mul_pos_iff_of_pos_left hlz]
```

At the other end, set $b=G-(2l+1)z/4$. Then $E_+-E_{l+1}=R+b$ and $E_{l+1}-E_-=R-b$. The second is at least $(l+1)z/2>0$, by $R\ge G+z/4$, and the product is

$$R^2-b^2=\frac{zG}{2}+\frac{(2l+1)zG}{2}=(l+1)zG.$$

So the upper $J=l$ level lies above $J=l+1$ exactly when $G>0$. Here `hpos` is the positive distance and `hprod` the product. The statement also admits $l=0$, but there it is only algebra about the matrix, because the triplet then has no $J=0$ state.

```lean
/-- For `l ≥ 1`, the splitting of the lower `J = l` level from `J = l - 1` and that of the upper
`J = l` level from `J = l + 1` add up to `2G` at every spin-orbit strength. -/
theorem splitting_sum_rule (l : ℕ) {G z E E' : ℝ}
    (hE : IsLeast (levels (middleBlock l G z)) E)
    (hE' : IsGreatest (levels (middleBlock l G z)) E') :
    (E - levelBelow l G z) + (E' - levelAbove l G z) = 2 * G := by
  rw [hE.unique (isLeast_middle l G z), hE'.unique (isGreatest_middle l G z)]
  unfold levelBelow levelAbove
  ring
```

This is the sum used at the start. The trace gives $E_-+E_+=-z/2$, while $E_{l-1}+E_{l+1}=-2G-z/2$. Subtracting leaves $2G$, with no condition on the sign of $z$.

## Strong spin-orbit coupling

```lean
/-- For `l ≥ 1`, the splitting of the lower `J = l` level from the `J = l - 1` level tends to
`2lG/(2l+1)` as the spin-orbit constant grows. -/
theorem lower_limit {l : ℕ} (hl : 0 < l) (G : ℝ) {E : ℝ → ℝ}
    (hE : ∀ z, 0 < z → IsLeast (levels (middleBlock l G z)) (E z)) :
    Tendsto (fun z => E z - levelBelow l G z) atTop (𝓝 (2 * l * G / (2 * l + 1))) := by
  -- the upper distance divided by z, as a function of t = 1/z
  have hD : Tendsto (fun t : ℝ => G * t + (2 * (l : ℝ) + 1) / 4
      + Real.sqrt ((G * t + 1 / 4) ^ 2 + (l : ℝ) * (l + 1) / 4))
      (𝓝 0) (𝓝 ((2 * (l : ℝ) + 1) / 2)) := by
    have hc : Continuous (fun t : ℝ => G * t + (2 * (l : ℝ) + 1) / 4
      + Real.sqrt ((G * t + 1 / 4) ^ 2 + (l : ℝ) * (l + 1) / 4)) := by fun_prop
    have hs : Real.sqrt ((G * 0 + 1 / 4) ^ 2 + (l : ℝ) * (l + 1) / 4)
        = (2 * (l : ℝ) + 1) / 4 := by
      rw [show (G * 0 + 1 / 4) ^ 2 + (l : ℝ) * (l + 1) / 4
        = ((2 * (l : ℝ) + 1) / 4) ^ 2 by ring]
      exact Real.sqrt_sq (by positivity)
    have h0 : (2 * (l : ℝ) + 1) / 2 = G * 0 + (2 * (l : ℝ) + 1) / 4
        + Real.sqrt ((G * 0 + 1 / 4) ^ 2 + (l : ℝ) * (l + 1) / 4) := by
      rw [hs]; ring
    rw [h0]
    exact hc.tendsto 0
  have hne : (2 * (l : ℝ) + 1) / 2 ≠ 0 := by positivity
  have lim := (tendsto_const_nhds (x := (l : ℝ) * G)).div
    (hD.comp tendsto_inv_atTop_zero) hne
  rw [show 2 * (l : ℝ) * G / (2 * l + 1) = l * G / ((2 * (l : ℝ) + 1) / 2) by
    rw [div_div_eq_mul_div]; ring]
  refine lim.congr' ?_
  filter_upwards [eventually_gt_atTop (0 : ℝ)] with z hz
  rw [(hE z hz).unique (isLeast_middle l G z)]
  change (l : ℝ) * G / (G * z⁻¹ + (2 * (l : ℝ) + 1) / 4
    + Real.sqrt ((G * z⁻¹ + 1 / 4) ^ 2 + (l : ℝ) * (l + 1) / 4)) = _
  have hw : z * z⁻¹ = 1 := mul_inv_cancel₀ hz.ne'
  generalize z⁻¹ = w at hw ⊢
  have hroot : halfGap l G z
      = z * Real.sqrt ((G * w + 1 / 4) ^ 2 + (l : ℝ) * (l + 1) / 4) := by
    unfold halfGap
    rw [show (G + z / 4) ^ 2 + z ^ 2 * ((l : ℝ) * (l + 1)) / 4
        = z ^ 2 * ((G * w + 1 / 4) ^ 2 + (l : ℝ) * (l + 1) / 4) by
      linear_combination (-G * (G + G * z * w + z / 2)) * hw,
      Real.sqrt_mul (sq_nonneg z), Real.sqrt_sq hz.le]
  have hsum : z * (G * w + (2 * (l : ℝ) + 1) / 4
      + Real.sqrt ((G * w + 1 / 4) ^ 2 + (l : ℝ) * (l + 1) / 4))
      = -z / 4 + halfGap l G z - levelBelow l G z := by
    unfold levelBelow
    linear_combination G * hw - hroot
  have hpos := below_lt_upper hl G hz
  rw [← hsum] at hpos
  rw [div_eq_iff (pos_of_mul_pos_right hpos hz.le).ne']
  apply mul_left_cancel₀ hz.ne'
  linear_combination (-1) * below_product l G z
    - (-z / 4 - halfGap l G z - levelBelow l G z) * hsum
```

Here `E` is a function of $z$ that gives the least $J=l$ level for every $z>0$. `Tendsto … atTop (𝓝 c)` says that a quantity approaches $c$ as $z\to\infty$, with $G$ and $l$ held fixed.

Divide the product by the upper distance, then divide numerator and denominator by $z$. With $t=1/z$,

$$E_--E_{l-1}=\frac{lzG}{a+R}=\frac{lG}{Gt+\frac{2l+1}4+\sqrt{(Gt+\frac14)^2+\frac{l(l+1)}4}}.$$

At $t=0$ the root is $(2l+1)/4$, so the denominator is $(2l+1)/2$ and the limit is $2lG/(2l+1)$.

The step `hD` proves the limit of the denominator by continuity. The rest shows that the fraction equals the splitting for $z>0$: `w` stands for $1/z$, `hroot` takes $z$ out of the root, `hsum` recovers the upper distance, and the last step uses `below_product`.

```lean
/-- For `l ≥ 1`, the splitting of the upper `J = l` level from the `J = l + 1` level tends to
`2(l+1)G/(2l+1)` as the spin-orbit constant grows. -/
theorem upper_limit {l : ℕ} (hl : 0 < l) (G : ℝ) {E : ℝ → ℝ}
    (hE : ∀ z, 0 < z → IsGreatest (levels (middleBlock l G z)) (E z)) :
    Tendsto (fun z => E z - levelAbove l G z) atTop
      (𝓝 (2 * (l + 1) * G / (2 * l + 1))) := by
  have h := (tendsto_const_nhds (x := 2 * G)).sub
    (lower_limit hl G (fun z _ => isLeast_middle l G z))
  have hne : 2 * (l : ℝ) + 1 ≠ 0 := by positivity
  have hval : 2 * ((l : ℝ) + 1) * G / (2 * l + 1) = 2 * G - 2 * l * G / (2 * l + 1) := by
    rw [eq_sub_iff_add_eq, ← add_div, div_eq_iff hne]
    ring
  rw [hval]
  refine h.congr' ?_
  filter_upwards [eventually_gt_atTop (0 : ℝ)] with z hz
  linarith [splitting_sum_rule l (isLeast_middle l G z) (hE z hz)]
```

The upper splitting is $2G$ minus the lower one, so its limit is

$$2G-\frac{2lG}{2l+1}=\frac{2(l+1)G}{2l+1}.$$

The proof does the same subtraction with `splitting_sum_rule`.

The $J=l$ matrix could also have been written in the jj basis, where the $l$ electron has definite $j=l\mp\frac12$. Rotating it by hand gives diagonal entries $-z(l+1)/2-G/(2l+1)$ and $zl/2+G/(2l+1)$, and an off-diagonal entry of size $2|G|\sqrt{l(l+1)}/(2l+1)$. The levels are the same, but both limits can then be read off as diagonal entries minus $E_{l-1}$ and $E_{l+1}$. The singlet and triplet at $z=0$ would in turn require a diagonalisation.

## The sp configuration

```lean
lemma middleBlock_one (G z : ℝ) : middleBlock 1 G z =
    !![-G - z / 2, z / Real.sqrt 2; z / Real.sqrt 2, G] := by
  have h1 : Real.sqrt (((1 : ℕ) : ℝ) * (((1 : ℕ) : ℝ) + 1)) = Real.sqrt 2 := by norm_num
  have h2 : z * Real.sqrt 2 / 2 = z / Real.sqrt 2 := by
    rw [div_eq_div_iff (by norm_num) (by positivity), mul_assoc,
      Real.mul_self_sqrt (by norm_num)]
  rw [middleBlock, h1, h2]
```

For $l=1$ the off-diagonal entry is $z\sqrt2/2=z/\sqrt2$, which gives the familiar sp matrix.

```lean
lemma levelBelow_one (G z : ℝ) : levelBelow 1 G z = -G - z := by
  unfold levelBelow
  push_cast
  ring
```

The $J=0$ energy becomes $-G-z$.

```lean
/-- In an sp configuration with `z > 0`, the lower `J = 1` level lies above the `J = 0` level
`-G - z` exactly when `G > 0`. -/
theorem sp_order {G z E : ℝ} (hz : 0 < z)
    (hE : IsLeast (levels !![-G - z / 2, z / Real.sqrt 2; z / Real.sqrt 2, G]) E) :
    -G - z < E ↔ 0 < G := by
  rw [← middleBlock_one] at hE
  rw [← levelBelow_one]
  exact lower_order one_pos hz hE
```

With the matrix written out, the order theorem says that for $z>0$ the lower $J=1$ level exceeds $-G-z$ exactly when $G>0$. The proof rewrites the matrix and the energy into their general forms and applies `lower_order`.

```lean
/-- In an sp configuration, the splitting of the lower `J = 1` level from the `J = 0` level
tends to `2G/3` as the spin-orbit constant grows. -/
theorem sp_limit (G : ℝ) {E : ℝ → ℝ}
    (hE : ∀ z, 0 < z →
      IsLeast (levels !![-G - z / 2, z / Real.sqrt 2; z / Real.sqrt 2, G]) (E z)) :
    Tendsto (fun z => E z - (-G - z)) atTop (𝓝 (2 * G / 3)) := by
  simp only [← middleBlock_one] at hE
  have h := lower_limit one_pos G hE
  simp only [levelBelow_one] at h
  have hval : 2 * ((1 : ℕ) : ℝ) * G / (2 * ((1 : ℕ) : ℝ) + 1) = 2 * G / 3 := by
    push_cast
    ring
  rwa [hval] at h

end

end IntermediateCoupling
```

Setting $l=1$ in $2lG/(2l+1)$ gives $2G/3$. However strong the spin-orbit coupling becomes, the interval between $J=0$ and the lower $J=1$ level approaches a value set by exchange.

```lean
#print axioms IntermediateCoupling.lower_order
#print axioms IntermediateCoupling.upper_limit
#print axioms IntermediateCoupling.sp_order
#print axioms IntermediateCoupling.sp_limit
```

```
'IntermediateCoupling.lower_order' depends on axioms: [propext, Classical.choice, Quot.sound]
'IntermediateCoupling.upper_limit' depends on axioms: [propext, Classical.choice, Quot.sound]
'IntermediateCoupling.sp_order' depends on axioms: [propext, Classical.choice, Quot.sound]
'IntermediateCoupling.sp_limit' depends on axioms: [propext, Classical.choice, Quot.sound]
```
